# Wilson's GF matrix and the mass-weighted Cartesian Hessian built from the same force field have the same nonzero real eigenvalues, with equal algebraic multiplicities

In the harmonic treatment of molecular vibrations, Wilson's matrix GF, with G = B M⁻¹ Bᵀ, works in internal coordinates, while the Hessian M^(-1/2) Bᵀ F B M^(-1/2) works in mass-weighted Cartesian ones. The lemma `rootMultiplicity_eq` says that every nonzero real number has the same multiplicity, possibly zero, as a root of the two characteristic polynomials. The coordinate sets are finite and the masses positive; B and F are any real matrices of the right sizes, and F need not be symmetric. The proof starts from `charpoly_balance`, which equates the two polynomials after each is multiplied by a power of `X`, takes the root multiplicity at `x` on both sides, and removes the powers of `X`, which have no nonzero root.

An attempt in Lean 4 with a fault in it:

```lean
import Mathlib

open Matrix Polynomial
open scoped ComplexOrder

namespace WilsonGFCartesian

noncomputable section

variable {n m : Type*} [Fintype n] [Fintype m] [DecidableEq m]

/-- The diagonal matrix `M^(-1/2)` of inverse square roots of the masses. -/
def invSqrtMass (μ : m → ℝ) : Matrix m m ℝ :=
  diagonal fun i => (Real.sqrt (μ i))⁻¹

/-- Wilson's inverse kinetic-energy matrix `G = B M⁻¹ Bᵀ`. -/
def wilsonG (B : Matrix n m ℝ) (μ : m → ℝ) : Matrix n n ℝ :=
  B * diagonal (fun i => (μ i)⁻¹) * Bᵀ

/-- The mass-weighted Cartesian Hessian `M^(-1/2) Bᵀ F B M^(-1/2)` of the force field `F`. -/
def cartesianHessian (B : Matrix n m ℝ) (F : Matrix n n ℝ) (μ : m → ℝ) : Matrix m m ℝ :=
  invSqrtMass μ * Bᵀ * F * B * invSqrtMass μ

/-- The matrix `M^(-1/2) Bᵀ F`, which takes internal-coordinate displacements to
mass-weighted Cartesian vectors. -/
def modeMap (B : Matrix n m ℝ) (F : Matrix n n ℝ) (μ : m → ℝ) : Matrix m n ℝ :=
  invSqrtMass μ * Bᵀ * F

/-- For positive masses, the product `GF` factors through the Cartesian space as `(B M^(-1/2))
(M^(-1/2) Bᵀ F)`. -/
theorem wilsonG_mul_eq (B : Matrix n m ℝ) (F : Matrix n n ℝ) {μ : m → ℝ}
    (hμ : ∀ i, 0 < μ i) :
    wilsonG B μ * F = B * invSqrtMass μ * modeMap B F μ := by
  -- positive masses have genuine square roots
  have hS : diagonal (fun i => (μ i)⁻¹) = invSqrtMass μ * invSqrtMass μ := by
    unfold invSqrtMass
    rw [diagonal_mul_diagonal]
    congr 1
    funext i
    rw [← mul_inv, Real.mul_self_sqrt (hμ i).le]
  rw [wilsonG, hS, modeMap]
  simp only [Matrix.mul_assoc]

/-- The mass-weighted Cartesian Hessian factors as `(M^(-1/2) Bᵀ F) (B M^(-1/2))`. -/
theorem cartesianHessian_eq (B : Matrix n m ℝ) (F : Matrix n n ℝ) (μ : m → ℝ) :
    cartesianHessian B F μ = modeMap B F μ * (B * invSqrtMass μ) := by
  simp only [cartesianHessian, modeMap, Matrix.mul_assoc]

/-- For positive masses and any numbers `n` of internal and `m` of Cartesian coordinates, `X^n`
times the characteristic polynomial of the mass-weighted Cartesian Hessian equals `X^m` times that
of `GF`. -/
theorem charpoly_balance [DecidableEq n] (B : Matrix n m ℝ) (F : Matrix n n ℝ) {μ : m → ℝ}
    (hμ : ∀ i, 0 < μ i) :
    X ^ Fintype.card n * (cartesianHessian B F μ).charpoly
      = X ^ Fintype.card m * (wilsonG B μ * F).charpoly := by
  rw [cartesianHessian_eq, wilsonG_mul_eq B F hμ]
  exact Matrix.charpoly_mul_comm' _ _

/-- For positive masses, a nonzero real number has the same root multiplicity (zero if it is not a
root) in the characteristic polynomials of the mass-weighted Cartesian Hessian and of `GF`. -/
theorem rootMultiplicity_eq [DecidableEq n] (B : Matrix n m ℝ) (F : Matrix n n ℝ)
    {μ : m → ℝ} (hμ : ∀ i, 0 < μ i) {x : ℝ} (hx : x ≠ 0) :
    (cartesianHessian B F μ).charpoly.rootMultiplicity x
      = (wilsonG B μ * F).charpoly.rootMultiplicity x := by
  -- a power of X does not contribute to a nonzero root
  have key : ∀ (k : ℕ) (p : ℝ[X]), p ≠ 0 →
      (X ^ k * p).rootMultiplicity x = p.rootMultiplicity x := by
    intro k p hp
    have h0 : (X ^ k : ℝ[X]).rootMultiplicity x = 0 := by
      apply rootMultiplicity_eq_zero
      intro h
      rw [IsRoot.def, eval_pow, eval_X] at h
      exact pow_ne_zero k hx h
    rw [rootMultiplicity_mul (mul_ne_zero (pow_ne_zero k X_ne_zero) hp), h0, zero_add]
  have h := congrArg (fun p : ℝ[X] => p.rootMultiplicity x) (charpoly_balance B F hμ)
  dsimp only at h
  rwa [key _ _ (Matrix.charpoly_monic _).ne_zero,
    key _ _ (Matrix.charpoly_monic _).ne_zero] at h

end

end WilsonGFCartesian
```

The error:

```
Main.lean:76:2: error: `dsimp` made no progress
```

Lean accepts the file once it reads:

```diff
@@ -74,5 +74,5 @@
     rw [rootMultiplicity_mul (mul_ne_zero (pow_ne_zero k X_ne_zero) hp), h0, zero_add]
   have h := congrArg (fun p : ℝ[X] => p.rootMultiplicity x) (charpoly_balance B F hμ)
-  dsimp only at h
+
   rwa [key _ _ (Matrix.charpoly_monic _).ne_zero,
     key _ _ (Matrix.charpoly_monic _).ne_zero] at h
```

What went wrong. The message "`dsimp` made no progress" means that `dsimp only at h` found nothing to simplify, which Lean treats as an error. The step was there to apply the function `fun p : ℝ[X] => p.rootMultiplicity x`, given to `congrArg`, to the two sides of `charpoly_balance`. But Lean had already done this when it gave `h` its type: `h` was already an equation between the root multiplicities of the two products, with no unapplied function left in it. With no lemmas supplied, `dsimp only` had nothing else to do there.

The repair deletes the call. The `rwa` that follows can then use `key` on each side of `h` as it stands, removing the powers of `X` and leaving exactly the goal. The blank line left in place of the call has no effect.
